# For a fixed 2×2 Fock matrix, the Roothaan rotation and the Newton step differ only at third order in coupling over gap

A Newton step used in place of diagonalization can rotate the orbitals much too far. Take one occupied and one virtual orbital whose coupling equals their gap, meaning the difference of their diagonal Fock matrix elements. The Newton step for the energy of the occupied orbital at fixed Fock matrix is then 1 radian in size, while the Roothaan rotation, the smallest one that diagonalizes the Fock matrix, is only about 0.55 radians. At a coupling of one tenth of the gap, the two angles differ by about 0.0013 radians. The theorems below bound this difference for a real symmetric 2×2 Fock matrix that is held fixed during the step and whose occupied diagonal element lies below the virtual one.

## Two orbitals and one angle

```lean
import Mathlib

open Matrix

namespace RoothaanNewtonStep

noncomputable section
```

The file loads Mathlib and opens the notation for matrices, including `ᵀ` for the transpose.

```lean
/-- The Fock matrix of one occupied and one virtual orbital with coupling `f`. -/
def fock (e₁ e₂ f : ℝ) : Matrix (Fin 2) (Fin 2) ℝ := !![e₁, f; f, e₂]
```

In an orthonormal basis of one occupied and one virtual orbital, the Fock matrix is

\[
F=\begin{pmatrix} e_1 & f\\ f & e_2\end{pmatrix}.
\]

The type `Matrix (Fin 2) (Fin 2) ℝ` means a real 2×2 matrix with indices 0 and 1. Index 0 is the occupied orbital and index 1 the virtual one. The numbers \(e_1,e_2\) are diagonal elements, and they are eigenvalues only when \(f=0\).

```lean
/-- The rotation by `θ` that mixes the two orbitals; its columns are the new orbitals. -/
def rot (θ : ℝ) : Matrix (Fin 2) (Fin 2) ℝ :=
  !![Real.cos θ, -Real.sin θ; Real.sin θ, Real.cos θ]
```

The columns of \(R(\theta)\) are the new orbitals \((\cos\theta,\sin\theta)\) and \((-\sin\theta,\cos\theta)\). This fixes the sign convention for the angle.

```lean
/-- The Fock matrix in the basis of the rotated orbitals. -/
def rotatedFock (e₁ e₂ f θ : ℝ) : Matrix (Fin 2) (Fin 2) ℝ :=
  (rot θ)ᵀ * fock e₁ e₂ f * rot θ
```

In the new orbitals the Fock matrix is \(F'(\theta)=R(\theta)^{T}FR(\theta)\).

```lean
/-- The energy of the occupied orbital after rotation by `θ`, at fixed Fock matrix. -/
def occEnergy (e₁ e₂ f θ : ℝ) : ℝ := rotatedFock e₁ e₂ f θ 0 0
```

The function to be minimized is \(E(\theta)=F'_{00}(\theta)\), the energy of the occupied orbital. It is not the total Hartree–Fock energy, whose Hessian also contains the response of the Fock matrix to the rotation.

```lean
/-- The Roothaan angle: minus half the arctangent of `2 * f / (e₂ - e₁)`. -/
def roothaanAngle (e₁ e₂ f : ℝ) : ℝ := -(1 / 2) * Real.arctan (2 * f / (e₂ - e₁))
```

Write \(d=e_2-e_1\). The Roothaan angle is \(\theta_R=-\tfrac12\arctan(2f/d)\). At this stage it is only a formula; that it diagonalizes \(F\) is proved below.

```lean
/-- `κ` solves the Newton equation, Hessian times step equals minus gradient, for the
occupied orbital energy at the unrotated orbitals. -/
def IsNewtonStep (e₁ e₂ f κ : ℝ) : Prop :=
  deriv (deriv (occEnergy e₁ e₂ f)) 0 * κ = -deriv (occEnergy e₁ e₂ f) 0
```

A number \(\kappa\) is a Newton step if \(E''(0)\,\kappa=-E'(0)\). Here `deriv` is the actual derivative, so the formula \(-f/d\) has to be derived.

## Gradient and Hessian from the double angle

```lean
/-- The rotated Fock matrix written with the double angle. -/
theorem rotatedFock_eq (e₁ e₂ f θ : ℝ) : rotatedFock e₁ e₂ f θ =
    !![(e₁ + e₂) / 2 - (e₂ - e₁) / 2 * Real.cos (2 * θ) + f * Real.sin (2 * θ),
       f * Real.cos (2 * θ) + (e₂ - e₁) / 2 * Real.sin (2 * θ);
       f * Real.cos (2 * θ) + (e₂ - e₁) / 2 * Real.sin (2 * θ),
       (e₁ + e₂) / 2 + (e₂ - e₁) / 2 * Real.cos (2 * θ) - f * Real.sin (2 * θ)] := by
  have key : ∀ a b c d a' b' c' d' : ℝ, a = a' → b = b' → c = c' → d = d' →
      (!![a, b; c, d] : Matrix (Fin 2) (Fin 2) ℝ) = !![a', b'; c', d'] := by
    intro a b c d a' b' c' d' h1 h2 h3 h4
    rw [h1, h2, h3, h4]
  have ht : (rot θ)ᵀ = !![Real.cos θ, Real.sin θ; -Real.sin θ, Real.cos θ] := by
    ext i j
    fin_cases i <;> fin_cases j <;> simp [rot]
  have h := Real.sin_sq_add_cos_sq θ
  rw [rotatedFock, ht, rot, fock, Matrix.mul_fin_two, Matrix.mul_fin_two,
    Real.cos_two_mul, Real.sin_two_mul]
  refine key _ _ _ _ _ _ _ _ ?_ ?_ ?_ ?_
  · linear_combination e₂ * h
  · linear_combination (-f) * h
  · linear_combination (-f) * h
  · linear_combination e₁ * h
```

Multiplying out the matrices gives

\[
F'_{00}=e_1\cos^2\theta+2f\sin\theta\cos\theta+e_2\sin^2\theta,
\]
\[
F'_{01}=f(\cos^2\theta-\sin^2\theta)+(e_2-e_1)\sin\theta\cos\theta .
\]

With the double-angle formulas these become

\[
F'_{00}=\tfrac{e_1+e_2}{2}-\tfrac d2\cos2\theta+f\sin2\theta,\qquad
F'_{01}=f\cos2\theta+\tfrac d2\sin2\theta .
\]

By symmetry \(F'_{10}=F'_{01}\), and \(F'_{11}\) follows from the trace \(e_1+e_2\). Lean compares the four entries one by one. Each `linear_combination` adds the right multiple of \(\sin^2\theta+\cos^2\theta=1\).

```lean
private lemma offdiag (e₁ e₂ f θ : ℝ) : rotatedFock e₁ e₂ f θ 0 1 =
    f * Real.cos (2 * θ) + (e₂ - e₁) / 2 * Real.sin (2 * θ) :=
  congrArg (fun M : Matrix (Fin 2) (Fin 2) ℝ => M 0 1) (rotatedFock_eq e₁ e₂ f θ)
```

This reads off the entry \(F'_{01}\).

```lean
private lemma offdiag' (e₁ e₂ f θ : ℝ) : rotatedFock e₁ e₂ f θ 1 0 =
    f * Real.cos (2 * θ) + (e₂ - e₁) / 2 * Real.sin (2 * θ) :=
  congrArg (fun M : Matrix (Fin 2) (Fin 2) ℝ => M 1 0) (rotatedFock_eq e₁ e₂ f θ)
```

This does the same for \(F'_{10}\).

```lean
private lemma diag_zero (e₁ e₂ f θ : ℝ) : rotatedFock e₁ e₂ f θ 0 0 =
    (e₁ + e₂) / 2 - (e₂ - e₁) / 2 * Real.cos (2 * θ) + f * Real.sin (2 * θ) :=
  congrArg (fun M : Matrix (Fin 2) (Fin 2) ℝ => M 0 0) (rotatedFock_eq e₁ e₂ f θ)
```

This gives \(F'_{00}\), which is \(E(\theta)\).

```lean
private lemma gap (e₁ e₂ f θ : ℝ) :
    rotatedFock e₁ e₂ f θ 1 1 - rotatedFock e₁ e₂ f θ 0 0 =
      (e₂ - e₁) * Real.cos (2 * θ) - 2 * f * Real.sin (2 * θ) := by
  have h : rotatedFock e₁ e₂ f θ 1 1 =
      (e₁ + e₂) / 2 + (e₂ - e₁) / 2 * Real.cos (2 * θ) - f * Real.sin (2 * θ) :=
    congrArg (fun M : Matrix (Fin 2) (Fin 2) ℝ => M 1 1) (rotatedFock_eq e₁ e₂ f θ)
  rw [h, diag_zero]
  ring
```

Subtracting the diagonal entries gives \(F'_{11}-F'_{00}=d\cos2\theta-2f\sin2\theta\).

```lean
private lemma two_mul_deriv (θ : ℝ) : HasDerivAt (fun t : ℝ => 2 * t) 2 θ := by
  simpa using (hasDerivAt_id' θ).const_mul (2 : ℝ)
```

The derivative of \(2t\) is 2, which the chain rule needs next.

```lean
/-- The orbital gradient is twice the occupied-virtual element of the rotated Fock matrix. -/
theorem orbital_gradient (e₁ e₂ f θ : ℝ) :
    HasDerivAt (occEnergy e₁ e₂ f) (2 * rotatedFock e₁ e₂ f θ 0 1) θ := by
  have hE : occEnergy e₁ e₂ f = fun t => (e₁ + e₂) / 2 -
      (e₂ - e₁) / 2 * Real.cos (2 * t) + f * Real.sin (2 * t) :=
    funext fun t => diag_zero e₁ e₂ f t
  have h2 := two_mul_deriv θ
  rw [hE, offdiag]
  exact (((h2.cos.const_mul ((e₂ - e₁) / 2)).const_sub ((e₁ + e₂) / 2)).fun_add
    (h2.sin.const_mul f)).congr_deriv (by ring)
```

`HasDerivAt g a θ` says that \(g\) is differentiable at \(\theta\) with derivative \(a\). By hand,

\[
E'(\theta)=d\sin2\theta+2f\cos2\theta=2F'_{01}(\theta).
\]

The orbital gradient vanishes exactly when the occupied–virtual coupling does.

```lean
/-- The orbital Hessian is twice the virtual minus the occupied diagonal element of the
rotated Fock matrix. -/
theorem orbital_hessian (e₁ e₂ f θ : ℝ) :
    HasDerivAt (deriv (occEnergy e₁ e₂ f))
      (2 * (rotatedFock e₁ e₂ f θ 1 1 - rotatedFock e₁ e₂ f θ 0 0)) θ := by
  have hE : deriv (occEnergy e₁ e₂ f) = fun t =>
      2 * (f * Real.cos (2 * t) + (e₂ - e₁) / 2 * Real.sin (2 * t)) := by
    funext t
    rw [(orbital_gradient e₁ e₂ f t).deriv, offdiag]
  have h2 := two_mul_deriv θ
  rw [hE, gap]
  exact (((h2.cos.const_mul f).fun_add
    (h2.sin.const_mul ((e₂ - e₁) / 2))).const_mul 2).congr_deriv (by ring)
```

A second differentiation gives

\[
E''(\theta)=2d\cos2\theta-4f\sin2\theta=2\,(F'_{11}-F'_{00}).
\]

Both identities hold at every angle, for the energy of the occupied orbital at fixed Fock matrix. The orbital Hessian of the total Hartree–Fock energy has further two-electron terms, which come from the response of the Fock matrix.

```lean
/-- For a positive gap the Newton equation has exactly one solution, minus the coupling
divided by the gap. -/
theorem isNewtonStep_iff {e₁ e₂ : ℝ} (hd : e₁ < e₂) (f κ : ℝ) :
    IsNewtonStep e₁ e₂ f κ ↔ κ = -f / (e₂ - e₁) := by
  have hd' : e₂ - e₁ ≠ 0 := (sub_pos.mpr hd).ne'
  have h1 : rotatedFock e₁ e₂ f 0 0 1 = f := by rw [offdiag]; simp
  have h2 : rotatedFock e₁ e₂ f 0 1 1 - rotatedFock e₁ e₂ f 0 0 0 = e₂ - e₁ := by
    rw [gap]; simp
  rw [IsNewtonStep, (orbital_hessian e₁ e₂ f 0).deriv,
    (orbital_gradient e₁ e₂ f 0).deriv, h1, h2, eq_div_iff hd']
  constructor <;> intro h <;> linarith
```

At \(\theta=0\) the gradient is \(2f\) and the Hessian is \(2d\). The Newton equation is therefore \(2d\,\kappa=-2f\). The hypothesis `e₁ < e₂` says that the occupied level lies below the virtual one, so \(d>0\), and the only solution is \(\kappa=-f/d\).

## The rotation that diagonalizes

```lean
/-- For a positive gap the Roothaan rotation removes the coupling and puts the lower level first. -/
theorem roothaan_diagonalizes {e₁ e₂ : ℝ} (hd : e₁ < e₂) (f : ℝ) :
    rotatedFock e₁ e₂ f (roothaanAngle e₁ e₂ f) 0 1 = 0 ∧
    rotatedFock e₁ e₂ f (roothaanAngle e₁ e₂ f) 1 0 = 0 ∧
    rotatedFock e₁ e₂ f (roothaanAngle e₁ e₂ f) 0 0 <
      rotatedFock e₁ e₂ f (roothaanAngle e₁ e₂ f) 1 1 := by
  have hpos : 0 < e₂ - e₁ := sub_pos.mpr hd
  have hang : 2 * roothaanAngle e₁ e₂ f = -Real.arctan (2 * f / (e₂ - e₁)) := by
    rw [roothaanAngle]; ring
  have hy : 2 * f / (e₂ - e₁) * (e₂ - e₁) = 2 * f := div_mul_cancel₀ _ hpos.ne'
  have hg := gap e₁ e₂ f (roothaanAngle e₁ e₂ f)
  rw [offdiag, offdiag']
  rw [hang, Real.cos_neg, Real.sin_neg] at *
  generalize 2 * f / (e₂ - e₁) = y at *
  have hs : Real.sin (Real.arctan y) = y * Real.cos (Real.arctan y) := by
    rw [Real.sin_arctan, Real.cos_arctan]; ring
  have hc : 0 < Real.cos (Real.arctan y) := Real.cos_arctan_pos y
  rw [hs] at hg ⊢
  have h0 : f * Real.cos (Real.arctan y) +
      (e₂ - e₁) / 2 * -(y * Real.cos (Real.arctan y)) = 0 := by
    linear_combination (-(Real.cos (Real.arctan y)) / 2) * hy
  refine ⟨h0, h0, ?_⟩
  -- the new gap is a manifestly positive multiple of the old one
  have hp : 0 < (e₂ - e₁) * (1 + y ^ 2) * Real.cos (Real.arctan y) := by positivity
  have he : (e₂ - e₁) * Real.cos (Real.arctan y) -
      2 * f * -(y * Real.cos (Real.arctan y)) =
      (e₂ - e₁) * (1 + y ^ 2) * Real.cos (Real.arctan y) := by
    linear_combination (-(y * Real.cos (Real.arctan y))) * hy
  linarith
```

Put \(y=2f/d\) and \(a=\arctan y\), so that \(2\theta_R=-a\). Since \(\sin a=y\cos a\) and \(dy=2f\),

\[
F'_{01}=f\cos a-\tfrac d2\,y\cos a=0,
\]
\[
F'_{11}-F'_{00}=d\cos a+2fy\cos a=d(1+y^2)\cos a>0 .
\]

The coupling is gone and the lower level comes first, as a Roothaan step requires when it fills the lowest orbital. In the code, `hy` is \(yd=2f\) and `hs` is \(\sin a=y\cos a\).

```lean
/-- For a positive gap, a rotation by less than `π / 4` that removes the coupling is the Roothaan
rotation. -/
theorem roothaan_unique {e₁ e₂ : ℝ} (hd : e₁ < e₂) (f : ℝ) {θ : ℝ}
    (hθ : |θ| < Real.pi / 4) (h : rotatedFock e₁ e₂ f θ 0 1 = 0) :
    θ = roothaanAngle e₁ e₂ f := by
  have hpos : 0 < e₂ - e₁ := sub_pos.mpr hd
  obtain ⟨hl, hr⟩ := abs_lt.mp hθ
  have hl' : -(Real.pi / 2) < 2 * θ := by linarith
  have hr' : 2 * θ < Real.pi / 2 := by linarith
  have hc : 0 < Real.cos (2 * θ) := Real.cos_pos_of_mem_Ioo ⟨hl', hr'⟩
  have hy : 2 * f / (e₂ - e₁) * (e₂ - e₁) = 2 * f := div_mul_cancel₀ _ hpos.ne'
  rw [offdiag] at h
  have ht : Real.tan (2 * θ) = -(2 * f / (e₂ - e₁)) := by
    rw [Real.tan_eq_sin_div_cos, div_eq_iff hc.ne']
    apply mul_left_cancel₀ hpos.ne'
    linear_combination 2 * h + Real.cos (2 * θ) * hy
  have ha := Real.arctan_tan hl' hr'
  rw [ht, Real.arctan_neg] at ha
  rw [roothaanAngle]
  linarith
```

Other angles also diagonalize \(F\), for example \(\theta_R+\pi/2\), which swaps the levels. If \(|\theta|<\pi/4\), then \(\cos2\theta>0\), and \(F'_{01}=0\) can be divided by it to give \(\tan2\theta=-2f/d\). Since \(2\theta\) lies in \((-\pi/2,\pi/2)\), where the arctangent inverts the tangent, \(\theta=\theta_R\).

## Bounding the arctangent by monotonicity

```lean
private lemma nonneg_of_deriv {p p' : ℝ → ℝ} (hp : ∀ t, HasDerivAt p (p' t) t)
    (h : ∀ t, 0 ≤ p' t) (h0 : p 0 = 0) {y : ℝ} (hy : 0 ≤ y) : 0 ≤ p y := by
  have m : Monotone p := monotone_of_deriv_nonneg (fun t => (hp t).differentiableAt)
    (fun t => by rw [(hp t).deriv]; exact h t)
  have := m hy
  rwa [h0] at this
```

The error bound turns on this device. If \(p(0)=0\) and \(p'(t)\ge0\) for all \(t\), then \(p(y)\ge0\) for \(y\ge0\). Mathlib's `monotone_of_deriv_nonneg` turns the sign of the derivative into `Monotone p`, and applying that to \(0\le y\) gives \(p(0)\le p(y)\). An inequality about the arctangent thus becomes one about a rational function, with no power series and no question of convergence.

```lean
/-- The arctangent differs from its argument by a cubic term, up to a fifth-order correction. -/
theorem arctan_cubic_bounds (y : ℝ) :
    |y| ^ 3 / 3 - |y| ^ 5 / 5 ≤ |y - Real.arctan y| ∧
      |y - Real.arctan y| ≤ |y| ^ 3 / 3 := by
  have h3 : ∀ t : ℝ, HasDerivAt (fun t : ℝ => t ^ 3) (3 * t ^ 2) t := fun t => by
    simpa using hasDerivAt_pow 3 t
  have h5 : ∀ t : ℝ, HasDerivAt (fun t : ℝ => t ^ 5) (5 * t ^ 4) t := fun t => by
    simpa using hasDerivAt_pow 5 t
  have hi : ∀ t : ℝ, 1 / (1 + t ^ 2) * (1 + t ^ 2) = 1 := fun t =>
    div_mul_cancel₀ _ (by positivity)
  have pos : ∀ y : ℝ, 0 ≤ y → |y| ^ 3 / 3 - |y| ^ 5 / 5 ≤ |y - Real.arctan y| ∧
      |y - Real.arctan y| ≤ |y| ^ 3 / 3 := by
    intro y hy
    -- each difference vanishes at zero and has a nonnegative derivative
    have a1 : 0 ≤ y - Real.arctan y :=
      nonneg_of_deriv (p := fun t => t - Real.arctan t)
        (p' := fun t => t ^ 2 * (1 / (1 + t ^ 2)))
        (fun t => ((hasDerivAt_id' t).fun_sub (Real.hasDerivAt_arctan t)).congr_deriv
          (by linear_combination (-1) * hi t))
        (fun t => by positivity) (by simp) hy
    have a2 : 0 ≤ Real.arctan y - y + y ^ 3 / 3 :=
      nonneg_of_deriv (p := fun t => Real.arctan t - t + t ^ 3 / 3)
        (p' := fun t => t ^ 4 * (1 / (1 + t ^ 2)))
        (fun t => (((Real.hasDerivAt_arctan t).fun_sub (hasDerivAt_id' t)).fun_add
          ((h3 t).div_const 3)).congr_deriv (by linear_combination (1 - t ^ 2) * hi t))
        (fun t => by positivity) (by simp) hy
    have a3 : 0 ≤ y - y ^ 3 / 3 + y ^ 5 / 5 - Real.arctan y :=
      nonneg_of_deriv (p := fun t => t - t ^ 3 / 3 + t ^ 5 / 5 - Real.arctan t)
        (p' := fun t => t ^ 6 * (1 / (1 + t ^ 2)))
        (fun t => ((((hasDerivAt_id' t).fun_sub ((h3 t).div_const 3)).fun_add
          ((h5 t).div_const 5)).fun_sub (Real.hasDerivAt_arctan t)).congr_deriv
          (by linear_combination (-(1 - t ^ 2 + t ^ 4)) * hi t))
        (fun t => by positivity) (by simp) hy
    rw [abs_of_nonneg hy, abs_of_nonneg a1]
    constructor <;> linarith
  rcases le_total 0 y with hy | hy
  · exact pos y hy
  · have h := pos (-y) (by linarith)
    rw [Real.arctan_neg, abs_neg,
      show -y - -Real.arctan y = -(y - Real.arctan y) by ring, abs_neg] at h
    exact h
```

For \(y\ge0\) the lemma is used three times:

\[
\begin{aligned}
\frac{d}{dt}\,(t-\arctan t)&=\frac{t^2}{1+t^2},\\
\frac{d}{dt}\left(\arctan t-t+\frac{t^3}{3}\right)&=\frac{t^4}{1+t^2},\\
\frac{d}{dt}\left(t-\frac{t^3}{3}+\frac{t^5}{5}-\arctan t\right)&=\frac{t^6}{1+t^2}.
\end{aligned}
\]

All three functions vanish at zero and have nonnegative derivatives. Hence \(y-\arctan y\) is nonnegative and lies between \(y^3/3-y^5/5\) and \(y^3/3\). For negative \(y\), the proof applies this to \(-y\) and uses that the arctangent is odd.

The same argument gives a neighbouring bound. The function \(\arctan t-t+t^3/3-t^5/5+t^7/7\) has derivative \(t^8/(1+t^2)\), so one more use of the lemma would give the upper bound \(|y|^3/3-|y|^5/5+|y|^7/7\). It is sharper than \(|y|^3/3\) when \(0<|y|<\sqrt{7/5}\) and weaker for larger \(|y|\).

## How far apart the two steps are

```lean
private lemma step_difference {e₁ e₂ f κ : ℝ} (hd : e₁ < e₂)
    (hκ : IsNewtonStep e₁ e₂ f κ) : |roothaanAngle e₁ e₂ f - κ| =
      1 / 2 * |2 * (f / (e₂ - e₁)) - Real.arctan (2 * (f / (e₂ - e₁)))| := by
  rw [(isNewtonStep_iff hd f κ).mp hκ, roothaanAngle, mul_div_assoc 2 f (e₂ - e₁),
    show ∀ a : ℝ, -(1 / 2) * a - -f / (e₂ - e₁) =
      1 / 2 * (2 * (f / (e₂ - e₁)) - a) from fun a => by ring,
    abs_mul, abs_of_pos (by norm_num : (0 : ℝ) < 1 / 2)]
```

With \(x=f/d\) and \(\kappa=-x\),

\[
|\theta_R-\kappa|=\left|x-\tfrac12\arctan2x\right|=\tfrac12\,|2x-\arctan2x| .
\]

```lean
/-- For a positive gap the Roothaan rotation diagonalizes the Fock matrix, and its angle differs
from the Newton step by at most `4 / 3` times the cube of the absolute coupling-to-gap ratio. -/
theorem roothaan_newton_agreement {e₁ e₂ f κ : ℝ} (hd : e₁ < e₂)
    (hκ : IsNewtonStep e₁ e₂ f κ) :
    (rotatedFock e₁ e₂ f (roothaanAngle e₁ e₂ f)).IsDiag ∧
      |roothaanAngle e₁ e₂ f - κ| ≤ 4 / 3 * |f / (e₂ - e₁)| ^ 3 := by
  constructor
  · obtain ⟨h01, h10, -⟩ := roothaan_diagonalizes hd f
    intro i j hij
    fin_cases i <;> fin_cases j
    · exact absurd rfl hij
    · exact h01
    · exact h10
    · exact absurd rfl hij
  · have h := (arctan_cubic_bounds (2 * (f / (e₂ - e₁)))).2
    rw [step_difference hd hκ]
    rw [abs_mul 2 (f / (e₂ - e₁)), abs_of_pos (by norm_num : (0 : ℝ) < 2)] at h
    linarith [h, mul_pow 2 |f / (e₂ - e₁)| 3]
```

Setting \(y=2x\) in the upper bound gives

\[
|\theta_R-\kappa|\le\frac12\cdot\frac{(2|x|)^3}{3}=\frac43\left|\frac fd\right|^3 .
\]

`IsDiag` says that every off-diagonal entry is zero, and `fin_cases` checks the four index pairs. The assumption `hκ` says only that `κ` solves the Newton equation. The bound holds for every coupling, but it becomes loose when \(|f|\) is not small compared with \(d\): at \(f=d\) it allows \(4/3\) radians, while the two angles differ by about 0.45 radians.

In this two-orbital model with a fixed Fock matrix, a Roothaan step close to convergence is nearly a Newton step whose Hessian is twice the difference of the diagonal elements. In a self-consistent calculation the Fock matrix changes with the orbitals, and the theorem makes no statement about the convergence of that iteration.

```lean
/-- For a positive gap the Roothaan angle and the Newton step differ by at least `4 / 3` times the
cube of the absolute coupling-to-gap ratio minus `16 / 5` times its fifth power. -/
theorem roothaan_newton_sharp {e₁ e₂ f κ : ℝ} (hd : e₁ < e₂)
    (hκ : IsNewtonStep e₁ e₂ f κ) :
    4 / 3 * |f / (e₂ - e₁)| ^ 3 - 16 / 5 * |f / (e₂ - e₁)| ^ 5 ≤
      |roothaanAngle e₁ e₂ f - κ| := by
  have h := (arctan_cubic_bounds (2 * (f / (e₂ - e₁)))).1
  rw [step_difference hd hκ]
  rw [abs_mul 2 (f / (e₂ - e₁)), abs_of_pos (by norm_num : (0 : ℝ) < 2)] at h
  linarith [h, mul_pow 2 |f / (e₂ - e₁)| 3, mul_pow 2 |f / (e₂ - e₁)| 5]

end

end RoothaanNewtonStep
```

The lower bound at \(y=2x\) gives

\[
\frac43|x|^3-\frac{16}5|x|^5\le|\theta_R-\kappa| .
\]

Dividing by \(|x|^3\) and letting \(x\to0\) shows that neither the third order nor the constant \(4/3\) can be improved for small couplings.

```lean
#print axioms RoothaanNewtonStep.roothaan_unique
#print axioms RoothaanNewtonStep.roothaan_newton_agreement
#print axioms RoothaanNewtonStep.roothaan_newton_sharp
```

```
'RoothaanNewtonStep.roothaan_unique' depends on axioms: [propext, Classical.choice, Quot.sound]
'RoothaanNewtonStep.roothaan_newton_agreement' depends on axioms: [propext, Classical.choice, Quot.sound]
'RoothaanNewtonStep.roothaan_newton_sharp' depends on axioms: [propext, Classical.choice, Quot.sound]
```
